# A probe that leaves two non-orthogonal pure states undisturbed ends in the same state for both

The coupling of a system to a measuring probe is represented by a matrix $V$ with $V^\dagger V=1$, acting on a pure product input. State vectors are complex functions on finite index types: `A` for the system, `E` for the initial probe, `F` for the final probe, and `B` where the system may change its space. A unitary is the special case of equal input and output spaces.

```lean
import Mathlib

open Matrix
open scoped ComplexOrder

namespace NoInformationWithoutDisturbance

noncomputable section

variable {A B E F : Type*} [Fintype A] [Fintype B] [Fintype E] [Fintype F]
```

The inner product $\langle x|y\rangle$ is conjugate-linear in $x$.

```lean
/-- The inner product `⟨x|y⟩` of two state vectors, conjugate-linear in `x`. -/
def braket {n : Type*} [Fintype n] (x y : n → ℂ) : ℂ := star x ⬝ᵥ y
```

Product vectors have components $(u\otimes e)_{(a,k)}=u_a e_k$.

```lean
/-- The product vector `u ⊗ e` of a system state and a probe state. -/
def tens (u : A → ℂ) (e : E → ℂ) : A × E → ℂ := fun p => u p.1 * e p.2
```

Write $P_u=|u\rangle\langle u|$, a projector when $u$ is normalised.

```lean
/-- The operator `|u⟩⟨u|`. -/
def proj (u : A → ℂ) : Matrix A A ℂ := Matrix.of fun a b => u a * star (u b)
```

For a joint vector $\psi$, the reduced matrices $\rho_S(\psi)$ of the system and $\rho_P(\psi)$ of the probe are partial traces of $|\psi\rangle\langle\psi|$.

```lean
/-- The reduced density matrix of the system: the probe is traced out of `|ψ⟩⟨ψ|`. -/
def reducedSystem (ψ : A × F → ℂ) : Matrix A A ℂ :=
  Matrix.of fun a b => ∑ k, ψ (a, k) * star (ψ (b, k))

/-- The reduced density matrix of the probe: the system is traced out of `|ψ⟩⟨ψ|`. -/
def reducedProbe (ψ : A × F → ℂ) : Matrix F F ℂ :=
  Matrix.of fun k l => ∑ a, ψ (a, k) * star (ψ (a, l))
```

(a) Show that overlaps of product vectors factorise:
$$\langle u\otimes e|v\otimes f\rangle=\langle u|v\rangle\langle e|f\rangle.$$

The double sum $\sum_{a,k}\bar u_a\bar e_k v_a f_k$ separates into a sum over $a$ times a sum over $k$.

```lean
/-- The inner product of two product vectors is the product of the inner products. -/
theorem braket_tens (u v : A → ℂ) (e f : E → ℂ) :
    braket (tens u e) (tens v f) = braket u v * braket e f := by
  simp only [braket, tens, dotProduct, Pi.star_apply, Fintype.sum_prod_type, star_mul']
  rw [Finset.sum_mul_sum]
  exact Finset.sum_congr rfl fun a _ => Finset.sum_congr rfl fun k _ => by ring
```

(b) Show that an isometry preserves overlaps:
$$\langle Vx|Vy\rangle=\langle x|y\rangle.$$

Move $V$ across: $\langle Vx|Vy\rangle=\langle x|V^\dagger Vy\rangle=\langle x|y\rangle$.

```lean
/-- An isometry preserves inner products. -/
theorem braket_isometry {m n : Type*} [Fintype m] [Fintype n] [DecidableEq n]
    {V : Matrix m n ℂ} (hV : Vᴴ * V = 1) (x y : n → ℂ) :
    braket (V *ᵥ x) (V *ᵥ y) = braket x y := by
  unfold braket
  rw [Matrix.star_mulVec, Matrix.dotProduct_mulVec, Matrix.vecMul_vecMul, hV,
    Matrix.vecMul_one]
```

(c) Let $\langle f|g\rangle=\langle g|g\rangle=\langle f|f\rangle$. Show that
$$f=g.$$

Put $N=\langle f|f\rangle$. It is real, so $\langle g|f\rangle=\bar N=N$, and $\|f-g\|^2=N-N-N+N=0$. The `linear_combination` step is this sum.

```lean
/-- Two vectors of equal norm whose overlap equals their squared norm coincide. -/
theorem eq_of_braket_eq {f g : F → ℂ} (hfg : braket f g = braket f f)
    (hgg : braket g g = braket f f) : f = g := by
  have hstar : ∀ x y : F → ℂ, star (braket x y) = braket y x := by
    intro x y
    simp only [braket, dotProduct, star_sum, star_mul', Pi.star_apply, star_star]
    exact Finset.sum_congr rfl fun i _ => mul_comm _ _
  have hgf : braket g f = braket f f := by rw [← hstar f g, hfg, hstar]
  -- the difference vector has zero norm
  have h0 : star (f - g) ⬝ᵥ (f - g) = 0 := by
    rw [star_sub, sub_dotProduct, dotProduct_sub, dotProduct_sub]
    unfold braket at hfg hgg hgf
    linear_combination hgg - hfg - hgf
  exact sub_eq_zero.mp (dotProduct_star_self_eq_zero.mp h0)
```

(d) Let $V(u\otimes e)=u'\otimes f$ and $V(v\otimes e)=v'\otimes g$. Show that
$$\langle u|v\rangle\langle e|e\rangle=\langle u'|v'\rangle\langle f|g\rangle.$$

Apply (b) to the two inputs, then (a) to both sides.

```lean
/-- If an isometry maps `u ⊗ e` to `u' ⊗ f` and `v ⊗ e` to `v' ⊗ g`, then
`⟨u|v⟩ ⟨e|e⟩ = ⟨u'|v'⟩ ⟨f|g⟩`. -/
theorem overlap_balance [DecidableEq A] [DecidableEq E]
    {V : Matrix (B × F) (A × E) ℂ} (hV : Vᴴ * V = 1)
    {u v : A → ℂ} {u' v' : B → ℂ} {e : E → ℂ} {f g : F → ℂ}
    (hu : V *ᵥ tens u e = tens u' f) (hv : V *ᵥ tens v e = tens v' g) :
    braket u v * braket e e = braket u' v' * braket f g := by
  have h := braket_isometry hV (tens u e) (tens v e)
  rw [hu, hv, braket_tens, braket_tens] at h
  exact h.symm
```

(e) Let $V(u\otimes e)=u\otimes f$, $V(v\otimes e)=v\otimes g$ and $\langle u|v\rangle\neq0$. Without assuming normalisation, show that the final probe vectors satisfy
$$f=g.$$

Neither $u$ nor $v$ is zero, so $\langle u|u\rangle$ and $\langle v|v\rangle$ are nonzero. Use (d) for the pairs $(u,u)$, $(v,v)$, $(u,v)$ and cancel the system overlaps with `mul_left_cancel₀`:
$$\langle e|e\rangle=\langle f|f\rangle=\langle g|g\rangle=\langle f|g\rangle.$$
Now (c) applies.

```lean
/-- If an isometry maps `u ⊗ e` to `u ⊗ f` and `v ⊗ e` to `v ⊗ g` with `⟨u|v⟩ ≠ 0`, then `f = g`. -/
theorem no_information_without_disturbance [DecidableEq A] [DecidableEq E]
    {V : Matrix (A × F) (A × E) ℂ} (hV : Vᴴ * V = 1)
    {u v : A → ℂ} {e : E → ℂ} {f g : F → ℂ}
    (hu : V *ᵥ tens u e = tens u f) (hv : V *ᵥ tens v e = tens v g)
    (huv : braket u v ≠ 0) : f = g := by
  -- non-orthogonal vectors have nonzero norm
  have huu : braket u u ≠ 0 := by
    intro h
    have h' : star u ⬝ᵥ u = 0 := h
    have h0 : u = 0 := dotProduct_star_self_eq_zero.mp h'
    apply huv
    rw [h0]
    simp [braket]
  have hvv : braket v v ≠ 0 := by
    intro h
    have h' : star v ⬝ᵥ v = 0 := h
    have h0 : v = 0 := dotProduct_star_self_eq_zero.mp h'
    apply huv
    rw [h0]
    simp [braket]
  -- cancel the system overlaps: all three probe overlaps equal ⟨e|e⟩
  have hff : braket e e = braket f f := mul_left_cancel₀ huu (overlap_balance hV hu hu)
  have hgg : braket e e = braket g g := mul_left_cancel₀ hvv (overlap_balance hV hv hv)
  have hfg : braket e e = braket f g := mul_left_cancel₀ huv (overlap_balance hV hu hv)
  exact eq_of_braket_eq (hfg.symm.trans hff) (hgg.symm.trans hff)
```

In this finite-dimensional model with a pure initial probe, an eavesdropper who leaves two non-orthogonal signal states exactly intact learns nothing about which was sent. The theorem sets no bound on the information gained from a small disturbance. No-cloning for two states is a neighbouring case: with $F=A$, $f=u$ and $g=v$, a device that copies both non-orthogonal states forces $u=v$.

(f) Show that the conclusion holds for a unitary $U$ on system and probe:
$$U(u\otimes e)=u\otimes f,\quad U(v\otimes e)=v\otimes g,\quad \langle u|v\rangle\ne0\ \Rightarrow\ f=g.$$

For a square matrix, $UU^\dagger=1$ gives $U^\dagger U=1$, so (e) applies.

```lean
/-- If a unitary on system and probe maps `u ⊗ e` to `u ⊗ f` and `v ⊗ e` to `v ⊗ g` with
`⟨u|v⟩ ≠ 0`, then `f = g`. -/
theorem no_information_without_disturbance_unitary [DecidableEq A] [DecidableEq E]
    {U : Matrix (A × E) (A × E) ℂ} (hU : U ∈ Matrix.unitaryGroup (A × E) ℂ)
    {u v : A → ℂ} {e f g : E → ℂ}
    (hu : U *ᵥ tens u e = tens u f) (hv : U *ᵥ tens v e = tens v g)
    (huv : braket u v ≠ 0) : f = g := by
  have h : star U * U = 1 := mul_eq_one_comm.mp (Matrix.mem_unitaryGroup_iff.mp hU)
  have hV : Uᴴ * U = 1 := h
  exact no_information_without_disturbance hV hu hv huv
```

(g) Under the hypotheses of (e), show for all complex $a,b$ that
$$V\big((au+bv)\otimes e\big)=(au+bv)\otimes f.$$

By linearity the left side is $a\,u\otimes f+b\,v\otimes g$, and $g=f$.

```lean
/-- An isometry that maps `u ⊗ e` to `u ⊗ f` and `v ⊗ e` to `v ⊗ g` with `⟨u|v⟩ ≠ 0` maps
`(a u + b v) ⊗ e` to `(a u + b v) ⊗ f` for all amplitudes `a`, `b`. -/
theorem superposition_undisturbed [DecidableEq A] [DecidableEq E]
    {V : Matrix (A × F) (A × E) ℂ} (hV : Vᴴ * V = 1)
    {u v : A → ℂ} {e : E → ℂ} {f g : F → ℂ}
    (hu : V *ᵥ tens u e = tens u f) (hv : V *ᵥ tens v e = tens v g)
    (huv : braket u v ≠ 0) (a b : ℂ) :
    V *ᵥ tens (a • u + b • v) e = tens (a • u + b • v) f := by
  have hfg : f = g := no_information_without_disturbance hV hu hv huv
  have h1 : tens (a • u + b • v) e = a • tens u e + b • tens v e := by
    funext p
    simp only [tens, Pi.add_apply, Pi.smul_apply, smul_eq_mul]
    ring
  rw [h1, Matrix.mulVec_add, Matrix.mulVec_smul, Matrix.mulVec_smul, hu, hv, ← hfg]
  funext p
  simp only [tens, Pi.add_apply, Pi.smul_apply, smul_eq_mul]
  ring
```

(h) In (d), let $\langle e|e\rangle=1$, $\langle u|v\rangle\neq0$ and $|\langle f|g\rangle|<1$. Show that
$$|\langle u|v\rangle|<|\langle u'|v'\rangle|.$$

By (d), $|\langle u|v\rangle|=|\langle u'|v'\rangle|\,|\langle f|g\rangle|$. The first factor is nonzero and the second is below one. When all the vectors are normalised, this means that the system states have become less distinguishable.

```lean
/-- If an isometry maps `u ⊗ e` to `u' ⊗ f` and `v ⊗ e` to `v' ⊗ g`, with `⟨e|e⟩ = 1`, `⟨u|v⟩ ≠ 0`
and `|⟨f|g⟩| < 1`, then `|⟨u|v⟩| < |⟨u'|v'⟩|`. -/
theorem overlap_increases [DecidableEq A] [DecidableEq E]
    {V : Matrix (B × F) (A × E) ℂ} (hV : Vᴴ * V = 1)
    {u v : A → ℂ} {u' v' : B → ℂ} {e : E → ℂ} {f g : F → ℂ}
    (hu : V *ᵥ tens u e = tens u' f) (hv : V *ᵥ tens v e = tens v' g)
    (he : braket e e = 1) (huv : braket u v ≠ 0) (hfg : ‖braket f g‖ < 1) :
    ‖braket u v‖ < ‖braket u' v'‖ := by
  have h := overlap_balance hV hu hv
  rw [he, mul_one] at h
  have hne : braket u' v' ≠ 0 := by
    intro h0
    apply huv
    rw [h, h0, zero_mul]
  have hp : 0 < ‖braket u' v'‖ := norm_pos_iff.mpr hne
  rw [h, norm_mul]
  nlinarith [mul_pos hp (sub_pos.mpr hfg)]
```

(i) Let $\langle u|u\rangle=1$ and $\rho_S(\psi)=P_u$. Show that $\psi$ is a product:
$$\psi=u\otimes f,\qquad f_k=\sum_a\bar u_a\psi_{(a,k)}.$$

Arrange $\psi$ as a matrix $M_{ak}=\psi_{(a,k)}$, so $MM^\dagger=P_u$. Since $P_u^2=P_u=P_u^\dagger$, the matrix $X=(1-P_u)M$ obeys
$$XX^\dagger=(1-P_u)P_u(1-P_u)=0.$$
Its trace is $\sum|X_{ak}|^2$, hence $X=0$ and $M=P_uM$, which is the claim in components.

```lean
/-- A joint state `ψ` whose reduced system state is `|u⟩⟨u|` with `u` normalised is the
product of `u` with the probe vector `⟨u|ψ⟩`. -/
theorem product_of_reducedSystem_pure (ψ : A × F → ℂ) (u : A → ℂ)
    (hu : braket u u = 1) (h : reducedSystem ψ = proj u) :
    ψ = tens u (fun k => ∑ a, star (u a) * ψ (a, k)) := by
  classical
  obtain ⟨M, hM⟩ : ∃ M : Matrix A F ℂ, ∀ a k, M a k = ψ (a, k) :=
    ⟨Matrix.of fun a k => ψ (a, k), fun _ _ => rfl⟩
  have hu' : ∑ j, star (u j) * u j = 1 := by
    simpa only [braket, dotProduct, Pi.star_apply] using hu
  -- the coefficient matrix M satisfies M Mᴴ = P, with P a Hermitian idempotent
  have hMM : M * Mᴴ = proj u := by
    rw [← h]
    ext a b
    simp only [Matrix.mul_apply, Matrix.conjTranspose_apply, hM, reducedSystem,
      Matrix.of_apply]
  have hPP : proj u * proj u = proj u := by
    ext a b
    simp only [Matrix.mul_apply, proj, Matrix.of_apply]
    calc ∑ j, u a * star (u j) * (u j * star (u b))
        = u a * star (u b) * ∑ j, star (u j) * u j := by
          rw [Finset.mul_sum]
          exact Finset.sum_congr rfl fun j _ => by ring
      _ = u a * star (u b) := by rw [hu', mul_one]
  have hPH : (proj u)ᴴ = proj u := by
    ext a b
    simp only [Matrix.conjTranspose_apply, proj, Matrix.of_apply, star_mul', star_star]
    ring
  have hq : proj u * (1 - proj u) = 0 := by
    rw [Matrix.mul_sub, Matrix.mul_one, hPP, sub_self]
  -- the component of ψ orthogonal to u has zero norm
  have hz : ((1 - proj u) * M) * ((1 - proj u) * M)ᴴ = 0 := by
    rw [Matrix.conjTranspose_mul, Matrix.mul_assoc, ← Matrix.mul_assoc M, hMM,
      Matrix.conjTranspose_sub, Matrix.conjTranspose_one, hPH, hq, Matrix.mul_zero]
  have h0 : (1 - proj u) * M = 0 := Matrix.self_mul_conjTranspose_eq_zero.mp hz
  rw [Matrix.sub_mul, Matrix.one_mul, sub_eq_zero] at h0
  funext ⟨a, k⟩
  have h1 : M a k = (proj u * M) a k := congrFun (congrFun h0 a) k
  simp only [Matrix.mul_apply, proj, Matrix.of_apply, hM] at h1
  show ψ (a, k) = u a * ∑ j, star (u j) * ψ (j, k)
  refine h1.trans ?_
  rw [Finset.mul_sum]
  exact Finset.sum_congr rfl fun j _ => by ring
```

(j) Let $u,v$ be normalised with $\langle u|v\rangle\ne0$, and let the outputs have reduced system states $P_u$ and $P_v$. Without assuming product outputs, show that
$$\rho_P\big(V(u\otimes e)\big)=\rho_P\big(V(v\otimes e)\big).$$

By (i) the outputs are $u\otimes f$ and $v\otimes g$; by (e), $f=g$. Tracing out the normalised system leaves $|f\rangle\langle f|$ in both cases.

```lean
/-- If after an isometric coupling to a probe the reduced system states of two normalised,
non-orthogonal inputs `u`, `v` are still `|u⟩⟨u|` and `|v⟩⟨v|`, then the two reduced probe
states are equal. -/
theorem no_information_without_disturbance_reduced [DecidableEq A] [DecidableEq E]
    {V : Matrix (A × F) (A × E) ℂ} (hV : Vᴴ * V = 1)
    {u v : A → ℂ} {e : E → ℂ} (hu : braket u u = 1) (hv : braket v v = 1)
    (huv : braket u v ≠ 0)
    (hSu : reducedSystem (V *ᵥ tens u e) = proj u)
    (hSv : reducedSystem (V *ᵥ tens v e) = proj v) :
    reducedProbe (V *ᵥ tens u e) = reducedProbe (V *ᵥ tens v e) := by
  -- the reduced probe state of a product vector
  have key : ∀ (w : A → ℂ) (p : F → ℂ), braket w w = 1 →
      reducedProbe (tens w p) = proj p := by
    intro w p hw
    have hw' : ∑ j, star (w j) * w j = 1 := by
      simpa only [braket, dotProduct, Pi.star_apply] using hw
    ext k l
    simp only [reducedProbe, tens, proj, Matrix.of_apply, star_mul']
    calc ∑ a, w a * p k * (star (w a) * star (p l))
        = p k * star (p l) * ∑ j, star (w j) * w j := by
          rw [Finset.mul_sum]
          exact Finset.sum_congr rfl fun j _ => by ring
      _ = p k * star (p l) := by rw [hw', mul_one]
  -- both outputs are product vectors
  obtain ⟨f, hf⟩ : ∃ f, V *ᵥ tens u e = tens u f :=
    ⟨_, product_of_reducedSystem_pure _ u hu hSu⟩
  obtain ⟨g, hg⟩ : ∃ g, V *ᵥ tens v e = tens v g :=
    ⟨_, product_of_reducedSystem_pure _ v hv hSv⟩
  have hfg : f = g := no_information_without_disturbance hV hf hg huv
  rw [hf, hg, key u f hu, key v g hv, hfg]
```

(k) Let $C|a,b\rangle=|a,a+b\rangle$, with addition modulo 2, be the controlled-NOT gate. Take $t=\tfrac35|0\rangle+\tfrac45|1\rangle$ and a probe $s$ with both amplitudes $(1+i)/2$. Check that $C$ is unitary, that $|0\rangle$, $t$, $s$ are normalised, and that
$$\langle0|t\rangle=\tfrac35,\quad C(|0\rangle\otimes s)=|0\rangle\otimes s,\quad C(t\otimes s)=t\otimes s.$$

$C$ permutes the basis. The squared norms are $1$, $\tfrac9{25}+\tfrac{16}{25}=1$ and $\tfrac12+\tfrac12=1$. Flipping the probe exchanges equal amplitudes, so $s$ is unchanged. In Lean, `fin_cases` runs through the components.

```lean
/-- The controlled-NOT gate `|a, b⟩ ↦ |a, a + b⟩`, with the system as control qubit. -/
def cnot : Matrix (Fin 2 × Fin 2) (Fin 2 × Fin 2) ℂ :=
  Matrix.of fun p q => if p.1 = q.1 ∧ p.2 = q.1 + q.2 then 1 else 0

/-- The qubit basis state `|0⟩`. -/
def ket0 : Fin 2 → ℂ := ![1, 0]

/-- The qubit basis state `|1⟩`. -/
def ket1 : Fin 2 → ℂ := ![0, 1]

/-- The qubit state `(3/5)|0⟩ + (4/5)|1⟩`. -/
def tilted : Fin 2 → ℂ := ![3 / 5, 4 / 5]

/-- The qubit state with both amplitudes equal to `(1 + i)/2`. -/
def balanced : Fin 2 → ℂ := fun _ => (⟨1 / 2, 1 / 2⟩ : ℂ)

/-- The controlled-NOT gate is unitary and leaves `ket0 ⊗ balanced` and `tilted ⊗ balanced`
unchanged; the three states are normalised and `⟨ket0|tilted⟩ = 3/5`. -/
theorem no_information_witness :
    cnot ∈ Matrix.unitaryGroup (Fin 2 × Fin 2) ℂ ∧
    braket ket0 ket0 = 1 ∧ braket tilted tilted = 1 ∧ braket balanced balanced = 1 ∧
    braket ket0 tilted = 3 / 5 ∧
    cnot *ᵥ tens ket0 balanced = tens ket0 balanced ∧
    cnot *ᵥ tens tilted balanced = tens tilted balanced := by
  have hinv : ∀ w : Fin 2 → ℂ, cnot *ᵥ tens w balanced = tens w balanced := by
    intro w
    funext ⟨a, k⟩
    fin_cases a <;> fin_cases k <;>
      simp [cnot, tens, balanced, Matrix.mulVec, dotProduct, Fintype.sum_prod_type,
        Fin.sum_univ_two]
  refine ⟨?_, ?_, ?_, ?_, ?_, hinv _, hinv _⟩
  · rw [Matrix.mem_unitaryGroup_iff]
    ext ⟨a, b⟩ ⟨c, d⟩
    fin_cases a <;> fin_cases b <;> fin_cases c <;> fin_cases d <;>
      simp [cnot, Matrix.mul_apply, Matrix.star_apply, Fintype.sum_prod_type,
        Fin.sum_univ_two]
  · simp [braket, ket0, dotProduct, Fin.sum_univ_two]
  · have h3 : (starRingEnd ℂ) 3 = 3 := by
      exact map_ofNat _ 3
    have h4 : (starRingEnd ℂ) 4 = 4 := by
      exact map_ofNat _ 4
    have h5 : (starRingEnd ℂ) 5 = 5 := by
      exact map_ofNat _ 5
    simp [braket, tilted, dotProduct, Fin.sum_univ_two, h3, h4, h5]
    norm_num
  · simp [braket, balanced, dotProduct, Complex.ext_iff]
    norm_num
  · simp [braket, ket0, tilted, dotProduct, Fin.sum_univ_two]
```

(l) Show that the conclusion of (f) can fail when the system states are orthogonal:
$$C(|0\rangle\otimes|0\rangle)=|0\rangle\otimes|0\rangle,\qquad C(|1\rangle\otimes|0\rangle)=|1\rangle\otimes|1\rangle.$$

Both follow from the definition of $C$. The system is undisturbed, $\langle0|1\rangle=0$, and the probe records which state was present.

```lean
/-- For the orthogonal states `|0⟩`, `|1⟩` the unitary controlled-NOT gate maps `|0⟩ ⊗ |0⟩`
to `|0⟩ ⊗ |0⟩` and `|1⟩ ⊗ |0⟩` to `|1⟩ ⊗ |1⟩`, with different final probe states. -/
theorem orthogonal_states_counterexample :
    cnot ∈ Matrix.unitaryGroup (Fin 2 × Fin 2) ℂ ∧
    braket ket0 ket1 = 0 ∧
    cnot *ᵥ tens ket0 ket0 = tens ket0 ket0 ∧
    cnot *ᵥ tens ket1 ket0 = tens ket1 ket1 ∧
    ket0 ≠ ket1 := by
  refine ⟨no_information_witness.1, ?_, ?_, ?_, ?_⟩
  · simp [braket, ket0, ket1, dotProduct, Fin.sum_univ_two]
  · funext ⟨a, k⟩
    fin_cases a <;> fin_cases k <;>
      simp [cnot, tens, ket0, Matrix.mulVec, dotProduct, Fintype.sum_prod_type,
        Fin.sum_univ_two]
  · funext ⟨a, k⟩
    fin_cases a <;> fin_cases k <;>
      simp [cnot, tens, ket0, ket1, Matrix.mulVec, dotProduct, Fintype.sum_prod_type,
        Fin.sum_univ_two]
  · intro h
    have h0 := congrFun h 0
    simp [ket0, ket1] at h0

end

end NoInformationWithoutDisturbance
```

```lean
#print axioms NoInformationWithoutDisturbance.superposition_undisturbed
#print axioms NoInformationWithoutDisturbance.overlap_increases
#print axioms NoInformationWithoutDisturbance.no_information_without_disturbance_reduced
#print axioms NoInformationWithoutDisturbance.orthogonal_states_counterexample
```

```
'NoInformationWithoutDisturbance.superposition_undisturbed' depends on axioms: [propext, Classical.choice, Quot.sound]
'NoInformationWithoutDisturbance.overlap_increases' depends on axioms: [propext, Classical.choice, Quot.sound]
'NoInformationWithoutDisturbance.no_information_without_disturbance_reduced' depends on axioms: [propext, Classical.choice, Quot.sound]
'NoInformationWithoutDisturbance.orthogonal_states_counterexample' depends on axioms: [propext, Classical.choice, Quot.sound]
```
